# Independent two-level units: the variational coupled-cluster energy is a polynomial in the common amplitude only when it is zero

Take a single unit with a reference level and an excited level, and let its Hamiltonian and state be

$$
h=\begin{pmatrix}0&K\\K&2D\end{pmatrix},\qquad v=\begin{pmatrix}1\\t\end{pmatrix}.
$$

The energy zero is the reference level, $K$ is the coupling between the two levels, and $2D$ is the energy of the excited level. A hydrogen molecule in a minimal basis has this form: the levels are its two closed-shell configurations, and $t$ is the amplitude of the double excitation that connects them.

Since $hv=(Kt,\;K+2Dt)$, the expectation value before normalisation is $v\cdot hv=2Kt+2Dt^2$. The squared norm is $v\cdot v=1+t^2$, so the energy at amplitude $t$, the function that variational coupled-cluster theory would minimise over $t$, is

$$
E_1(t)=\frac{2Kt+2Dt^2}{1+t^2}.
$$

Numerator and norm are both polynomials, but their quotient is not, unless $K=D=0$. If a polynomial $p$ were equal to $E_1$, then $p(t)(1+t^2)=2Kt+2Dt^2$ would hold as a polynomial identity. At the imaginary unit, $t=\mathrm{i}$, the left side vanishes and the right side is $2K\mathrm{i}-2D$, so both constants are zero.

## From one unit to $n$ units

Number the units $i=0,\dots,n-1$. A configuration $s$ assigns a level $s_i\in\{0,1\}$ to each unit. The total Hamiltonian is $H=\sum_i h_i$, where $h_i$ acts as $h$ on unit $i$ and leaves the others alone. The state is the tensor product of $n$ copies of $v$, with components $\psi(s)=\prod_i v_{s_i}$.

This is an exponential coupled-cluster state. Let $X_i$ excite unit $i$ from its reference level. These operators commute and satisfy $X_i^2=0$, so $e^{t\sum_i X_i}=\prod_i(1+tX_i)$. Applied to the reference configuration, it puts the vector $(1,t)$ on every unit. Equivalently, $\psi$ starts at the reference for $t=0$ and obeys $d\psi/dt=\sum_i X_i\,\psi$.

**Norm.** A sum over configurations of a product over units factorises:

$$
\langle\psi,\psi\rangle=\sum_s\prod_i v_{s_i}^2=\prod_i\sum_{b}v_b^2=(1+t^2)^n .
$$

**Expectation value.** A local operator changes one factor of the product:

$$
(H\psi)(s)=\sum_i (hv)_{s_i}\prod_{j\ne i}v_{s_j}.
$$

Multiply by $\psi(s)$ and sum over $s$. In the term for unit $i$, that unit contributes $v\cdot hv$ and each of the others contributes $v\cdot v$. For $n\ge1$ this gives

$$
\langle\psi,H\psi\rangle=n\,(2Kt+2Dt^2)(1+t^2)^{n-1}.
$$

**Energy.** Division by the norm leaves

$$
E_n(t)=\frac{n(2Kt+2Dt^2)}{1+t^2},
$$

which also holds for $n=0$, where both sides are zero. The energy is $n$ times that of one unit.

**Series.** For $|t|<1$ we have $1/(1+t^2)=\sum_{k\ge0}(-1)^kt^{2k}$, and therefore

$$
E_n(t)=\sum_{k\ge0}n(-1)^k\left(2Kt^{2k+1}+2Dt^{2k+2}\right).
$$

**No polynomial.** Let $n\ge1$, and suppose that a real polynomial $p$ agrees with $E_n$ on an infinite set of amplitudes. Then $(1+X^2)p-n(2KX+2DX^2)$ has infinitely many roots and is the zero polynomial. Setting $X=\mathrm{i}$, the imaginary unit, gives $n(2K\mathrm{i}-2D)=0$, hence $K=D=0$. Conversely, if both constants vanish, the energy is the zero polynomial.

For non-interacting units with one common amplitude, the variational coupled-cluster energy is thus proportional to system size, yet its expansion in the amplitude does not terminate when $K$ or $D$ is nonzero.

### A finite set of amplitudes is not enough

The agreement must be required on an infinite set. For $n=1$ and the set $\{0,1\}$, the energies are $0$ and $K+D$, and the polynomial $(K+D)X$ reproduces both for every choice of $K$ and $D$.

### Amplitudes that give an exact eigenstate

The one-factor rule for $H\psi$ gives a neighbouring result. If $K+2Dt=Kt^2$, then $hv=Kt\,v$, and so $H\psi=nKt\,\psi$. The condition on $t$ is the projected coupled-cluster amplitude equation of one unit. At its solutions the product state is an exact eigenstate; this consequence is derived here by hand and is not stated in the Lean file.

## States, operators and energy in Lean

```lean
import Mathlib

open Matrix Finset

namespace VariationalCCIndependentUnits

noncomputable section
```

A configuration is a function `Fin n → Fin 2`, and a many-unit state is a real function of configurations. Level `0` is the reference and level `1` is the excited level.

```lean
/-- The tensor product of `n` copies of the one-unit vector `v`, as a function of the
configuration `s` that tells which level each unit occupies. -/
def productState {n : ℕ} (v : Fin 2 → ℝ) (s : Fin n → Fin 2) : ℝ := ∏ i, v (s i)
```

The sum of local operators is defined by its action on any state, not only on products. `Function.update s i b` is the configuration `s` with unit `i` moved to level `b`.

```lean
/-- The sum over all units of the one-unit operator `h`, acting on a many-unit state `ψ`. -/
def localSum {n : ℕ} (h : Matrix (Fin 2) (Fin 2) ℝ) (ψ : (Fin n → Fin 2) → ℝ)
    (s : Fin n → Fin 2) : ℝ :=
  ∑ i, ∑ b, h (s i) b * ψ (Function.update s i b)
```

The one-unit matrices are the Hamiltonian $h$ and the excitation operator. No sign is imposed on `K` or `D`.

```lean
/-- The Hamiltonian of one unit: coupling `K` between the reference and the excited level,
which lies `2 * D` above it. -/
def unitH (K D : ℝ) : Matrix (Fin 2) (Fin 2) ℝ := !![0, K; K, 2 * D]

/-- The operator that excites one unit from its reference level. -/
def excite : Matrix (Fin 2) (Fin 2) ℝ := !![0, 0; 1, 0]
```

The same amplitude `t` is used for every unit.

```lean
/-- The coupled-cluster state of `n` units with common amplitude `t`. -/
def ccState (n : ℕ) (t : ℝ) : (Fin n → Fin 2) → ℝ := productState ![1, t]
```

The energy is the normalised expectation value. All vectors are real, so the dot product `⬝ᵥ` is the inner product. The definition evaluates the energy at a given `t`; there is no minimisation over the amplitude. Interactions between units and unequal amplitudes are absent from the model.

```lean
/-- The variational coupled-cluster energy: the expectation value of the total Hamiltonian
divided by the squared norm of the state. -/
def energy (n : ℕ) (K D t : ℝ) : ℝ :=
  (ccState n t ⬝ᵥ localSum (unitH K D) (ccState n t)) / (ccState n t ⬝ᵥ ccState n t)
```

## The one-factor rule and the exponential flow

The first lemma is the formula for $(H\psi)(s)$ above, for an arbitrary one-unit matrix and vector. The proof separates the factor of unit `i` from the product; the update affects that factor only.

```lean
/-- A sum of one-unit operators acts on a product state by changing one factor at a time. -/
theorem localSum_productState {n : ℕ} (h : Matrix (Fin 2) (Fin 2) ℝ) (v : Fin 2 → ℝ)
    (s : Fin n → Fin 2) :
    localSum h (productState v) s
      = ∑ i, (h *ᵥ v) (s i) * ∏ j ∈ univ.erase i, v (s j) := by
  unfold localSum productState
  refine sum_congr rfl fun i _ => ?_
  simp only [Matrix.mulVec, dotProduct, Finset.sum_mul]
  refine sum_congr rfl fun b _ => ?_
  have e : ∏ j, v (Function.update s i b j) = v b * ∏ j ∈ univ.erase i, v (s j) := by
    rw [← mul_prod_erase univ (fun j => v (Function.update s i b j)) (mem_univ i),
      Function.update_self]
    refine congrArg (v b * ·) (prod_congr rfl fun j hj => ?_)
    rw [Function.update_of_ne (ne_of_mem_erase hj)]
  rw [e, mul_assoc]
```

The next theorem identifies the state as the coupled-cluster one through its initial value and its differential equation, component by component, without introducing an operator exponential. At zero amplitude, any configuration with an excited unit contains a factor zero. For the derivative, `hb` records that $(1,\tau)$ has derivative $(0,1)$, which is the excitation operator applied to $(1,t)$. The product rule then differentiates one unit at a time, and the one-factor rule says that `localSum excite` produces the same sum.

```lean
/-- The coupled-cluster state starts at the reference configuration for zero amplitude, and its
derivative in the amplitude is the total excitation operator applied to it. -/
theorem ccState_exponential_flow (n : ℕ) (t : ℝ) (s : Fin n → Fin 2) :
    ccState n 0 s = (if s = 0 then 1 else 0) ∧
      HasDerivAt (fun τ => ccState n τ s) (localSum excite (ccState n t) s) t := by
  constructor
  · split_ifs with hs
    · subst hs
      simp [ccState, productState]
    · obtain ⟨i, hi⟩ := Function.ne_iff.mp hs
      have h1 : s i = 1 := Fin.eq_one_of_ne_zero _ hi
      exact prod_eq_zero (mem_univ i) (by rw [h1]; rfl)
  · have hb : ∀ b : Fin 2,
        HasDerivAt (fun τ : ℝ => (![1, τ] : Fin 2 → ℝ) b) ((excite *ᵥ ![1, t]) b) t := by
      have h0 : (excite *ᵥ ![1, t]) 0 = 0 := by
        simp [excite, Matrix.mulVec, dotProduct, Fin.sum_univ_two]
      have h1 : (excite *ᵥ ![1, t]) 1 = 1 := by
        simp [excite, Matrix.mulVec, dotProduct, Fin.sum_univ_two]
      rw [Fin.forall_fin_two, h0, h1]
      exact ⟨hasDerivAt_const t (1 : ℝ), hasDerivAt_id t⟩
    rw [show localSum excite (ccState n t) s = _ from localSum_productState _ _ s]
    -- the product rule differentiates one unit at a time
    exact (HasDerivAt.fun_finsetProd (u := univ)
      (f := fun i τ => (![1, τ] : Fin 2 → ℝ) (s i)) (fun i _ => hb (s i))).congr_deriv
      (sum_congr rfl fun i _ => by rw [smul_eq_mul, mul_comm])
```

## Factorised sums give the norm and the energy

The factorisation of configuration sums is stated with a function `f i` that may differ from unit to unit. The expectation value needs this freedom, because there one unit is treated differently from the rest.

```lean
/-- A sum over configurations of a product over units is a product of one-unit sums. -/
theorem sum_config_prod {n : ℕ} (f : Fin n → Fin 2 → ℝ) :
    ∑ s : Fin n → Fin 2, ∏ i, f i (s i) = ∏ i, ∑ b, f i b := by
  rw [prod_univ_sum, Fintype.piFinset_univ]
```

For the norm, all factors are equal.

```lean
/-- The squared norm of the coupled-cluster state is `(1 + t ^ 2) ^ n`. -/
theorem ccState_norm_sq (n : ℕ) (t : ℝ) :
    ccState n t ⬝ᵥ ccState n t = (1 + t ^ 2) ^ n := by
  simp only [dotProduct, ccState, productState, ← prod_mul_distrib]
  rw [sum_config_prod (fun _ b => (![1, t] : Fin 2 → ℝ) b * (![1, t] : Fin 2 → ℝ) b)]
  simp [Fin.sum_univ_two, sq]
```

The expectation value is stated after multiplication by one extra factor $v\cdot v$. This turns the power $n-1$ of the derivation into $n$, and the identity covers `n = 0` as well. In `key`, the term of unit `i` is written as a single product over `j` whose factor depends on whether `j = i`. `sum_config_prod` then splits the sum into one factor $v\cdot hv$ and $n-1$ factors $v\cdot v$. The last lines exchange the sums over units and configurations and add `n` equal contributions.

```lean
/-- For the product of `n` copies of `v`, the expectation value before normalisation of the sum of
`h` over all units, times the squared norm of `v`, is `n` times the one-unit value `v ⬝ᵥ (h *ᵥ v)`
times the total squared norm. -/
theorem productState_expectation {n : ℕ} (h : Matrix (Fin 2) (Fin 2) ℝ) (v : Fin 2 → ℝ) :
    ((productState v : (Fin n → Fin 2) → ℝ) ⬝ᵥ localSum h (productState v)) * (v ⬝ᵥ v)
      = n * (v ⬝ᵥ (h *ᵥ v)) * (v ⬝ᵥ v) ^ n := by
  -- the contribution of unit `i`
  have key : ∀ i : Fin n, (∑ s : Fin n → Fin 2, productState v s *
      ((h *ᵥ v) (s i) * ∏ j ∈ univ.erase i, v (s j))) * (v ⬝ᵥ v)
      = (v ⬝ᵥ (h *ᵥ v)) * (v ⬝ᵥ v) ^ n := by
    intro i
    have e : ∀ s : Fin n → Fin 2, productState v s *
        ((h *ᵥ v) (s i) * ∏ j ∈ univ.erase i, v (s j))
        = ∏ j, (v (s j) * (if j = i then (h *ᵥ v) (s j) else v (s j))) := by
      intro s
      have e1 : ∏ j ∈ univ.erase i, (if j = i then (h *ᵥ v) (s j) else v (s j))
          = ∏ j ∈ univ.erase i, v (s j) :=
        prod_congr rfl fun j hj => if_neg (ne_of_mem_erase hj)
      rw [productState, prod_mul_distrib, ← mul_prod_erase univ
        (fun j => if j = i then (h *ᵥ v) (s j) else v (s j)) (mem_univ i), e1, if_pos rfl]
    have e2 : ∏ j ∈ univ.erase i, ∑ b, v b * (if j = i then (h *ᵥ v) b else v b)
        = ∏ _j ∈ univ.erase i, (v ⬝ᵥ v) :=
      prod_congr rfl fun j hj => by simp only [if_neg (ne_of_mem_erase hj), dotProduct]
    have e3 : (v ⬝ᵥ v) * ∏ _j ∈ univ.erase i, (v ⬝ᵥ v) = (v ⬝ᵥ v) ^ n := by
      rw [mul_prod_erase univ (fun _ => v ⬝ᵥ v) (mem_univ i), prod_const, card_univ,
        Fintype.card_fin]
    have e4 : ∑ b, v b * (if i = i then (h *ᵥ v) b else v b) = v ⬝ᵥ (h *ᵥ v) := by
      simp only [if_true, dotProduct]
    rw [sum_congr rfl fun s _ => e s,
      sum_config_prod (fun j b => v b * (if j = i then (h *ᵥ v) b else v b)),
      ← mul_prod_erase univ
        (fun j => ∑ b, v b * (if j = i then (h *ᵥ v) b else v b)) (mem_univ i), e2, e4]
    linear_combination (v ⬝ᵥ (h *ᵥ v)) * e3
  have e : (productState v : (Fin n → Fin 2) → ℝ) ⬝ᵥ localSum h (productState v)
      = ∑ i, ∑ s : Fin n → Fin 2, productState v s *
        ((h *ᵥ v) (s i) * ∏ j ∈ univ.erase i, v (s j)) := by
    simp only [dotProduct, localSum_productState, Finset.mul_sum]
    exact sum_comm
  rw [e, Finset.sum_mul, sum_congr rfl fun i _ => key i, sum_const, card_univ,
    Fintype.card_fin, nsmul_eq_mul, mul_assoc]
```

The energy formula inserts the one-unit values `hv` and `hh`. Both denominators are positive, so the equality of fractions can be cross-multiplied, and the result is exactly the preceding lemma.

```lean
/-- The variational coupled-cluster energy of `n` independent units is `n` times the energy
`(2 K t + 2 D t ^ 2) / (1 + t ^ 2)` of one unit. -/
theorem energy_eq (n : ℕ) (K D t : ℝ) :
    energy n K D t = n * (2 * K * t + 2 * D * t ^ 2) / (1 + t ^ 2) := by
  have hv : (![1, t] : Fin 2 → ℝ) ⬝ᵥ ![1, t] = 1 + t ^ 2 := by
    simp [dotProduct, Fin.sum_univ_two, sq]
  have hh : (![1, t] : Fin 2 → ℝ) ⬝ᵥ (unitH K D *ᵥ ![1, t]) = 2 * K * t + 2 * D * t ^ 2 := by
    simp [unitH, Matrix.mulVec, dotProduct, Fin.sum_univ_two]
    ring
  have key := productState_expectation (n := n) (unitH K D) ![1, t]
  rw [hv, hh] at key
  rw [energy, ccState_norm_sq, div_eq_div_iff (by positivity) (by positivity)]
  exact key
```

## The infinite series and the test at the imaginary unit

`HasSum` says that the series converges to the stated value, independently of the order of summation. The hypothesis `|t| < 1` makes $-t^2$ an admissible ratio for the geometric series, which is multiplied by the numerator and rewritten term by term.

```lean
/-- For `|t| < 1` the variational energy is the sum of a series in powers of the amplitude, whose
`k`-th term holds the powers `2 k + 1` and `2 k + 2` with the common sign factor `(-1) ^ k`. -/
theorem energy_hasSum (n : ℕ) (K D t : ℝ) (ht : |t| < 1) :
    HasSum (fun k : ℕ => n * (-1) ^ k * (2 * K * t ^ (2 * k + 1) + 2 * D * t ^ (2 * k + 2)))
      (energy n K D t) := by
  have hr : ‖-t ^ 2‖ < 1 := by
    rw [norm_neg, norm_pow, Real.norm_eq_abs]
    exact pow_lt_one₀ (abs_nonneg t) ht two_ne_zero
  -- the reciprocal of the normalisation denominator is a geometric series in `-t ^ 2`
  have g := (hasSum_geometric_of_norm_lt_one hr).mul_left
    ((n : ℝ) * (2 * K * t + 2 * D * t ^ 2))
  have hf : ∀ k : ℕ, (n : ℝ) * (-1) ^ k * (2 * K * t ^ (2 * k + 1) + 2 * D * t ^ (2 * k + 2))
      = n * (2 * K * t + 2 * D * t ^ 2) * (-t ^ 2) ^ k := by
    intro k
    rw [neg_pow (t ^ 2)]
    ring
  rw [energy_eq, div_eq_mul_inv, ← sub_neg_eq_add (1 : ℝ) (t ^ 2)]
  simp only [hf]
  exact g
```

The final theorem is an equivalence. Its set `S` can be any infinite set of real amplitudes, for instance a short interval around zero, so when `K` or `D` is nonzero no polynomial equals the energy exactly even on a short interval, although truncations of the series approximate it there. The hypothesis `n ≠ 0` excludes the empty system, whose energy is zero for all constants.

In the proof, `Polynomial.eq_of_infinite_eval_eq` turns agreement on `S` into a polynomial identity. The auxiliary statement `cancel` evaluates that identity at `Complex.I`, and the imaginary and real parts give the vanishing of $2nK$ and $2nD$. The converse supplies the zero polynomial.

```lean
/-- For at least one unit, the variational energy agrees with some polynomial in the amplitude
on a given infinite set of amplitudes if and only if `K` and `D` both vanish. -/
theorem energy_polynomial_iff (n : ℕ) (hn : n ≠ 0) (K D : ℝ) (S : Set ℝ) (hS : S.Infinite) :
    (∃ p : Polynomial ℝ, ∀ t ∈ S, energy n K D t = p.eval t) ↔ K = 0 ∧ D = 0 := by
  constructor
  · rintro ⟨p, hp⟩
    -- at the imaginary unit the factor `1 + X ^ 2` vanishes
    have cancel : ∀ a b : ℝ, p * (1 + Polynomial.X ^ 2)
        = Polynomial.C a * Polynomial.X + Polynomial.C b * Polynomial.X ^ 2 →
        a = 0 ∧ b = 0 := by
      intro a b h
      have hI := congrArg (Polynomial.aeval Complex.I) h
      simp only [map_mul, map_add, map_one, map_pow, Polynomial.aeval_X, Polynomial.aeval_C,
        Complex.I_sq, add_neg_cancel, mul_zero, Complex.coe_algebraMap] at hI
      exact ⟨by simpa using (congrArg Complex.im hI).symm,
        by simpa using (congrArg Complex.re hI).symm⟩
    obtain ⟨ha, hb⟩ := cancel (n * (2 * K)) (n * (2 * D)) (by
      refine Polynomial.eq_of_infinite_eval_eq _ _ (hS.mono fun t ht => ?_)
      have h := hp t ht
      rw [energy_eq, div_eq_iff (show 1 + t ^ 2 ≠ 0 by positivity)] at h
      simp only [Set.mem_ofPred_eq, Polynomial.eval_mul, Polynomial.eval_add,
        Polynomial.eval_one, Polynomial.eval_pow, Polynomial.eval_X, Polynomial.eval_C]
      linear_combination -h)
    exact ⟨by simpa [hn] using ha, by simpa [hn] using hb⟩
  · rintro ⟨rfl, rfl⟩
    exact ⟨0, fun t _ => by rw [energy_eq]; simp⟩

end

end VariationalCCIndependentUnits
```

```lean
#print axioms VariationalCCIndependentUnits.ccState_exponential_flow
#print axioms VariationalCCIndependentUnits.energy_hasSum
#print axioms VariationalCCIndependentUnits.energy_polynomial_iff
```

```
'VariationalCCIndependentUnits.ccState_exponential_flow' depends on axioms: [propext, Classical.choice, Quot.sound]
'VariationalCCIndependentUnits.energy_hasSum' depends on axioms: [propext, Classical.choice, Quot.sound]
'VariationalCCIndependentUnits.energy_polynomial_iff' depends on axioms: [propext, Classical.choice, Quot.sound]
```
